# For $c>0$, $N\ge1$ and $|z_n|\le1$, cutting the sum of $z_n e^{-cn^2}$ at $|n|\le N$ costs at most $e^{-cN^2}/(cN)$

Take the sum of $e^{-cn^2}$ over all integers, with $c>0$, and keep only the term $n=0$. The omitted terms come in pairs $\pm1,\pm2,\pm3,\dots$ with exponents $c,4c,9c,\dots$, which are at least $c,2c,3c,\dots$. The error is therefore at most a geometric series:

$$2\,(e^{-c}+e^{-2c}+e^{-3c}+\cdots)=\frac{2}{e^{c}-1}.$$

The same comparison works at any cutoff. Let $z_n$ be complex numbers with $|z_n|\le 1$, and write

$$S=\sum_{n\in\mathbb Z} z_n e^{-cn^2},\qquad S_N=\sum_{|n|\le N} z_n e^{-cn^2}.$$

The series for $S$ converges absolutely, and for $N\ge1$

$$|S-S_N|\le \frac{e^{-cN^2}}{cN}.$$

## Cutoffs for Bloch sums of Gaussians

Consider a chain with spacing $a$ and one normalised s-type Gaussian of exponent $\alpha$ per cell. Two functions $n$ cells apart have overlap $e^{-\alpha a^2n^2/2}$, so the Bloch overlap at wave number $k$ is $S$ with $c=\alpha a^2/2$ and $z_n=e^{i\theta n}$, $\theta=ka$. For this one-dimensional model, the bound tells a code how many cells to include for a given absolute error, uniformly in $k$.

If $cN\ge1$ and $cN^2\ge\log(1/\varepsilon)$ with $\varepsilon>0$, the error is at most $\varepsilon$ for every real $\theta$. This rule is sufficient but can be generous. For small $c$, the condition $cN\ge1$ may ask for many more cells than the accuracy needs, and the geometric bound derived below is then the better test.

## Comparing the tail with a geometric series

**Convergence.** Since $n^2\ge|n|$ for integers, $|z_ne^{-cn^2}|\le e^{-cn^2}\le e^{-c|n|}$. The right-hand side is a convergent geometric series on each half-line.

**Tail.** Write $t_n=z_ne^{-cn^2}$ and pair the omitted sites:

$$S-S_N=\sum_{j\ge1}\bigl(t_{N+j}+t_{-(N+j)}\bigr),\qquad |S-S_N|\le 2\sum_{j\ge1}e^{-c(N+j)^2}.$$

Because $j^2\ge j$,

$$(N+j)^2=N^2+2Nj+j^2\ge N^2+(2N+1)j.$$

With $q=e^{-(2N+1)c}<1$ this gives

$$|S-S_N|\le 2e^{-cN^2}\sum_{j\ge1}q^j=2e^{-cN^2}\frac{q}{1-q}=\frac{2e^{-cN^2}}{e^{(2N+1)c}-1},$$

which also holds for $N=0$.

**Simpler form.** From $e^x\ge1+x$, the denominator is at least $(2N+1)c\ge2cN$. For $N\ge1$ the stated bound follows.

**Lower bound.** If every $z_n=1$, all omitted terms are positive. Keeping only the first pair gives $|S-S_N|\ge2e^{-c(N+1)^2}$.

**Cutoff rule.** The condition $cN\ge1$ forces $N\ge1$ and lets us drop the denominator $cN$. Then $e^{-cN^2}\le e^{-\log(1/\varepsilon)}=\varepsilon$.

**Numbers.** Take $c=1$, $N=2$ and $z_n=1$. The error is $2(e^{-9}+e^{-16}+\cdots)\approx2.470\times10^{-4}$. The lower bound is $2e^{-9}\approx2.468\times10^{-4}$, the geometric bound is $2e^{-4}/(e^5-1)\approx2.485\times10^{-4}$, and the simple bound is $e^{-4}/2\approx9.2\times10^{-3}$. The simple form is much looser here but leads to the explicit cutoff rule above once $cN\ge1$, while the geometric one is close to the true error.

## The Lean file

```lean
import Mathlib

open Finset

namespace PeriodicGaussianSum

noncomputable section

/-- The contribution of lattice site `n`: a complex factor `z n` times the Gaussian weight
`exp (-c n²)`. -/
def gaussTerm (c : ℝ) (z : ℤ → ℂ) (n : ℤ) : ℂ :=
  z n * ((Real.exp (-c * (n : ℝ) ^ 2) : ℝ) : ℂ)

/-- The full lattice sum, over all integers. -/
def latticeSum (c : ℝ) (z : ℤ → ℂ) : ℂ := ∑' n : ℤ, gaussTerm c z n

/-- The truncated lattice sum, over the sites with `|n| ≤ N`. -/
def truncatedSum (c : ℝ) (z : ℤ → ℂ) (N : ℕ) : ℂ :=
  ∑ n ∈ Icc (-(N : ℤ)) (N : ℤ), gaussTerm c z n

/-- If the factors have modulus at most one, each term is bounded by its Gaussian weight. -/
theorem norm_gaussTerm_le (c : ℝ) (z : ℤ → ℂ) (hz : ∀ n, ‖z n‖ ≤ 1) (n : ℤ) :
    ‖gaussTerm c z n‖ ≤ Real.exp (-c * (n : ℝ) ^ 2) := by
  rw [gaussTerm, norm_mul, Complex.norm_real, Real.norm_eq_abs, abs_of_pos (Real.exp_pos _)]
  exact mul_le_of_le_one_left (Real.exp_pos _).le (hz n)

/-- For `c > 0` and factors of modulus at most one, the lattice sum converges absolutely. -/
theorem summable_norm_gaussTerm {c : ℝ} (hc : 0 < c) (z : ℤ → ℂ) (hz : ∀ n, ‖z n‖ ≤ 1) :
    Summable (fun n : ℤ => ‖gaussTerm c z n‖) := by
  -- on each half-line, compare with a geometric series through `n ≤ n²`
  have key : Summable (fun n : ℕ => Real.exp (-c * (n : ℝ) ^ 2)) := by
    refine Summable.of_nonneg_of_le (fun n => (Real.exp_pos _).le) (fun n => ?_)
      (summable_geometric_of_lt_one (Real.exp_pos (-c)).le
        (Real.exp_lt_one_iff.mpr (by linarith)))
    rw [← Real.exp_nat_mul]
    apply Real.exp_le_exp.mpr
    have h : (n : ℝ) ≤ (n : ℝ) ^ 2 := by
      exact_mod_cast Nat.le_self_pow two_ne_zero n
    nlinarith [mul_le_mul_of_nonneg_left h hc.le]
  have all : Summable (fun n : ℤ => Real.exp (-c * (n : ℝ) ^ 2)) :=
    Summable.of_nat_of_neg (by simpa using key) (by simpa using key)
  exact Summable.of_nonneg_of_le (fun _ => norm_nonneg _) (norm_gaussTerm_le c z hz) all

/-- For a summable function on the integers, the part left out by a symmetric cutoff at `N` is
the sum over the pairs of sites `±(N + 1 + k)` with `k = 0, 1, 2, …`. -/
theorem hasSum_tail (f : ℤ → ℂ) (hf : Summable f) (N : ℕ) :
    HasSum (fun k : ℕ => f ((k + (N + 1) : ℕ) : ℤ) + f (-((k + (N + 1) : ℕ) : ℤ)))
      (∑' n : ℤ, f n - ∑ n ∈ Icc (-(N : ℤ)) (N : ℤ), f n) := by
  -- folding the window onto the naturals counts the origin twice
  have hs : ∑ i ∈ range (N + 1), (f (i : ℤ) + f (-(i : ℤ)))
      = ∑ n ∈ Icc (-(N : ℤ)) (N : ℤ), f n + f 0 := by
    induction N with
    | zero => simp
    | succ N ih =>
      have hI : Icc (-((N + 1 : ℕ) : ℤ)) ((N + 1 : ℕ) : ℤ)
          = insert ((N + 1 : ℕ) : ℤ) (insert (-((N + 1 : ℕ) : ℤ))
              (Icc (-(N : ℤ)) (N : ℤ))) := by
        ext x
        simp only [mem_insert, mem_Icc]
        omega
      have h1 : ((N + 1 : ℕ) : ℤ) ∉ insert (-((N + 1 : ℕ) : ℤ))
          (Icc (-(N : ℤ)) (N : ℤ)) := by
        simp only [mem_insert, mem_Icc]
        omega
      have h2 : -((N + 1 : ℕ) : ℤ) ∉ Icc (-(N : ℤ)) (N : ℤ) := by
        simp only [mem_Icc]
        omega
      rw [sum_range_succ, ih, hI, sum_insert h1, sum_insert h2]
      ring
  have h : HasSum (fun k : ℕ => f ((k + (N + 1) : ℕ) : ℤ) + f (-((k + (N + 1) : ℕ) : ℤ)))
      (∑' n : ℤ, f n + f 0 - ∑ i ∈ range (N + 1), (f (i : ℤ) + f (-(i : ℤ)))) :=
    (hasSum_nat_add_iff' (f := fun i : ℕ => f (i : ℤ) + f (-(i : ℤ))) (N + 1)).mpr
      hf.hasSum.nat_add_neg
  rw [hs, add_sub_add_right_eq_sub] at h
  exact h

/-- Geometric bound on the truncation error, for `c > 0`, factors of modulus at most one and
any cutoff `N`, including `N = 0`. -/
theorem truncation_error_le_geometric {c : ℝ} (hc : 0 < c) (z : ℤ → ℂ)
    (hz : ∀ n, ‖z n‖ ≤ 1) (N : ℕ) :
    ‖latticeSum c z - truncatedSum c z N‖
      ≤ 2 * Real.exp (-c * (N : ℝ) ^ 2) / (Real.exp ((2 * N + 1) * c) - 1) := by
  have hpos : 0 < (2 * (N : ℝ) + 1) * c := by positivity
  have hgeo := (hasSum_geometric_of_lt_one (Real.exp_pos (-((2 * (N : ℝ) + 1) * c))).le
    (Real.exp_lt_one_iff.mpr (by linarith))).mul_left
      (2 * Real.exp (-c * (N : ℝ) ^ 2) * Real.exp (-((2 * (N : ℝ) + 1) * c)))
  have htail := hasSum_tail (gaussTerm c z) (summable_norm_gaussTerm hc z hz).of_norm N
  have hb : ∀ k : ℕ, ‖gaussTerm c z ((k + (N + 1) : ℕ) : ℤ)
      + gaussTerm c z (-((k + (N + 1) : ℕ) : ℤ))‖
      ≤ 2 * Real.exp (-c * (N : ℝ) ^ 2) * Real.exp (-((2 * (N : ℝ) + 1) * c))
        * Real.exp (-((2 * (N : ℝ) + 1) * c)) ^ k := by
    intro k
    -- `(N + j)² ≥ N² + (2N + 1) j` for `j = k + 1`
    have hexp : Real.exp (-c * ((k : ℝ) + (N + 1)) ^ 2)
        ≤ Real.exp (-c * (N : ℝ) ^ 2) * Real.exp (-((2 * (N : ℝ) + 1) * c))
          * Real.exp (-((2 * (N : ℝ) + 1) * c)) ^ k := by
      rw [← Real.exp_nat_mul, ← Real.exp_add, ← Real.exp_add]
      apply Real.exp_le_exp.mpr
      have hk : 0 ≤ c * ((k : ℝ) * (k + 1)) := by positivity
      nlinarith [hk]
    have e : (((k + (N + 1) : ℕ) : ℤ) : ℝ) = (k : ℝ) + (N + 1) := by simp
    have h1 := norm_gaussTerm_le c z hz ((k + (N + 1) : ℕ) : ℤ)
    have h2 := norm_gaussTerm_le c z hz (-((k + (N + 1) : ℕ) : ℤ))
    rw [e] at h1
    rw [Int.cast_neg, neg_sq, e] at h2
    refine (norm_add_le _ _).trans ?_
    linarith
  have h := tsum_of_norm_bounded hgeo hb
  rw [htail.tsum_eq] at h
  have hfin : ∀ A E : ℝ, 1 < E → 2 * A * E⁻¹ * (1 - E⁻¹)⁻¹ = 2 * A / (E - 1) := by
    intro A E hE
    have hE0 : E ≠ 0 := by linarith
    have hE1 : E - 1 ≠ 0 := by linarith
    have h3 : 1 - E⁻¹ = (E - 1) / E := by field_simp
    rw [h3, inv_div]
    field_simp
  unfold latticeSum truncatedSum
  refine h.trans_eq ?_
  rw [Real.exp_neg]
  exact hfin _ _ (Real.one_lt_exp_iff.mpr hpos)

/-- Lattice-sum truncation: for `c > 0`, `N ≥ 1` and factors of modulus at most one, the sum
converges absolutely and the cutoff `|n| ≤ N` costs at most `exp (-c N²) / (c N)`. -/
theorem lattice_sum_truncation {c : ℝ} (hc : 0 < c) (z : ℤ → ℂ) (hz : ∀ n, ‖z n‖ ≤ 1)
    {N : ℕ} (hN : 1 ≤ N) :
    Summable (fun n : ℤ => ‖gaussTerm c z n‖) ∧
      ‖latticeSum c z - truncatedSum c z N‖ ≤ Real.exp (-c * (N : ℝ) ^ 2) / (c * N) := by
  refine ⟨summable_norm_gaussTerm hc z hz,
    (truncation_error_le_geometric hc z hz N).trans ?_⟩
  have hN' : (0 : ℝ) < N := by exact_mod_cast hN
  have hcN : 0 < c * (N : ℝ) := mul_pos hc hN'
  -- the exponential lies above its tangent at the origin
  have hE := Real.add_one_le_exp ((2 * (N : ℝ) + 1) * c)
  have hgap : 0 ≤ Real.exp ((2 * (N : ℝ) + 1) * c) - 1 - 2 * (c * N) := by linarith
  rw [div_le_div_iff₀ (by linarith) hcN]
  linarith [mul_nonneg (Real.exp_pos (-c * (N : ℝ) ^ 2)).le hgap]

/-- For `c > 0` and all factors equal to one, the truncation error is at least the weight of the
first two omitted sites, `2 exp (-c (N + 1)²)`. -/
theorem truncation_error_ge {c : ℝ} (hc : 0 < c) (N : ℕ) :
    2 * Real.exp (-c * ((N : ℝ) + 1) ^ 2)
      ≤ ‖latticeSum c (fun _ => 1) - truncatedSum c (fun _ => 1) N‖ := by
  have hre : ∀ n : ℤ, (gaussTerm c (fun _ => 1) n).re = Real.exp (-c * (n : ℝ) ^ 2) := by
    intro n
    simp only [gaussTerm, one_mul, Complex.ofReal_re]
  have h := Complex.reCLM.hasSum (hasSum_tail (gaussTerm c (fun _ => 1))
    (summable_norm_gaussTerm hc (fun _ => 1) (fun _ => by simp)).of_norm N)
  -- all omitted terms are positive, so the first pair bounds the tail from below
  have h0 := le_hasSum h 0 (fun j _ => by
    simp only [Complex.reCLM_apply, Complex.add_re, hre]
    positivity)
  have e : (((0 + (N + 1) : ℕ) : ℤ) : ℝ) = (N : ℝ) + 1 := by simp
  simp only [Complex.reCLM_apply, Complex.add_re, hre, Int.cast_neg, neg_sq, e] at h0
  unfold latticeSum truncatedSum
  rw [two_mul]
  exact h0.trans (Complex.re_le_norm _)

/-- Cutoff rule for Bloch phases `exp (i θ n)` with real `θ`: if `c > 0`, `c N ≥ 1` and
`c N² ≥ log (1/ε)` with `ε > 0`, the truncation error is at most `ε`. -/
theorem bloch_sum_cutoff {c ε : ℝ} (hc : 0 < c) (hε : 0 < ε) (θ : ℝ) {N : ℕ}
    (h1 : 1 ≤ c * N) (h2 : Real.log (1 / ε) ≤ c * (N : ℝ) ^ 2) :
    ‖latticeSum c (fun n => Complex.exp (((θ * n : ℝ) : ℂ) * Complex.I))
      - truncatedSum c (fun n => Complex.exp (((θ * n : ℝ) : ℂ) * Complex.I)) N‖ ≤ ε := by
  have hN : 1 ≤ N := by
    rw [Nat.one_le_iff_ne_zero]
    rintro rfl
    norm_num at h1
  refine (lattice_sum_truncation hc _
    (fun n => (Complex.norm_exp_ofReal_mul_I (θ * n)).le) hN).2.trans ?_
  refine (div_le_self (Real.exp_pos _).le h1).trans ?_
  rw [one_div, Real.log_inv] at h2
  calc Real.exp (-c * (N : ℝ) ^ 2) ≤ Real.exp (Real.log ε) :=
        Real.exp_le_exp.mpr (by linarith)
    _ = ε := Real.exp_log hε

end

end PeriodicGaussianSum
```

```lean
#print axioms PeriodicGaussianSum.lattice_sum_truncation
-- 'PeriodicGaussianSum.lattice_sum_truncation' depends on axioms: [propext, Classical.choice, Quot.sound]
#print axioms PeriodicGaussianSum.truncation_error_ge
-- 'PeriodicGaussianSum.truncation_error_ge' depends on axioms: [propext, Classical.choice, Quot.sound]
#print axioms PeriodicGaussianSum.bloch_sum_cutoff
-- 'PeriodicGaussianSum.bloch_sum_cutoff' depends on axioms: [propext, Classical.choice, Quot.sound]
```

## Reading the theorems and their proofs

The factors are a function `z : ℤ → ℂ`, and `hz` says that each has norm at most one; pure phases are a special case. `gaussTerm c z n` is $t_n$, `latticeSum` is $S$, and `truncatedSum` is $S_N$, taken over the integer interval from $-N$ to $N$. The real number `c` is dimensionless and contains the exponent and the lattice spacing. `lattice_sum_truncation` states both absolute convergence and the error bound. The convergence part matters because Lean's infinite sum is defined as zero for a series that isn't summable.

`norm_gaussTerm_le` bounds a term by its Gaussian weight, and `summable_norm_gaussTerm` makes the geometric comparison on each half-line. `hasSum_tail` is the pairing step, with $j=k+1$, where $k$ is now the summation index `k` of the Lean code and not the wave number. It folds the integers onto the naturals, which counts the origin twice in both the full and the truncated sum, so the extra term cancels. An induction on `N` identifies the folded window.

In `truncation_error_le_geometric`, `hexp` is the inequality for $(N+j)^2$; what remains after subtraction is $c\,k(k+1)\ge0$. `tsum_of_norm_bounded` then sums the pair bounds, and `hfin` simplifies the quotient. The main theorem adds `Real.add_one_le_exp`, which is $e^x\ge1+x$.

`truncation_error_ge` takes real parts, keeps the pair `k = 0`, and uses that a real part never exceeds the norm. `bloch_sum_cutoff` applies the main theorem to $z_n=e^{i\theta n}$.

## What the bound covers in a code

The theorems bound the absolute truncation error of a one-dimensional sum whose Gaussian is centred on a lattice site. They give no relative error, which matters when phases make $S$ small. They also don't treat shifted centres, polynomial prefactors from higher angular momentum, or two- and three-dimensional lattices. Floating-point rounding is a separate contribution to the error. The link from overlap integrals to $c$ is the physical reading given above; the file starts from the sum itself.
